# Fano factor 2/q − 1 for Poisson-distributed avalanches of geometric size

## The cumulant function as a series

The cumulant function is defined here by the infinite series over avalanche sizes, not by the closed form to which that series sums. The closed form, its range of validity and the derivatives at zero then all have to be derived. The Fano factor is likewise defined by derivatives of this function, not by a formula for the mean and the variance.

The model describes charge passing through a junction in bursts. Avalanches start at rate $R>0$ during a time $t>0$, independently of one another, and each carries $n\ge 1$ electrons with probability

$$P(n)=q(1-q)^{n-1},\qquad 0<q\le 1 .$$

After every electron the avalanche ends with probability $q$ and continues with probability $1-q$. With a real counting variable $x$, the size generating function and the cumulant function are

$$G(x)=\sum_{n\ge1}P(n)e^{nx},\qquad S(x)=Rt\,\bigl(G(x)-1\bigr).$$

The Fano factor is $F=S''(0)/S'(0)$, the variance of the transferred charge number divided by its mean.

As an illustration for a molecular junction with strong electron–vibration coupling, take $q=e^{-\lambda^2}$ with a dimensionless coupling $\lambda$. For a single harmonic mode whose equilibrium position shifts on charging while its frequency stays the same, this is the squared overlap of the vibrational ground states of the two charge states, and $\lambda^2$ is the Huang–Rhys factor. That an avalanche ends with this probability is an assumption of the model.

## Summing over sizes and over avalanches

Write $n=k+1$ with $k\ge0$. Then

$$G(x)=q e^x\sum_{k\ge0}\bigl[(1-q)e^x\bigr]^k=\frac{q e^x}{D(x)},\qquad D(x)=1-(1-q)e^x,$$

provided that $(1-q)e^x<1$. At $x=0$ this gives $G(0)=q/q=1$, so the probabilities are normalised. For $q=1$ only $n=1$ occurs and the condition holds for every $x$.

The number $m$ of avalanches is Poisson distributed with mean $Rt$. Since the avalanches are independent, $m$ of them together have the generating function $G(x)^m$. The average over $m$ is

$$\sum_{m\ge0}e^{-Rt}\frac{(Rt)^m}{m!}G(x)^m=e^{-Rt}e^{Rt\,G(x)}=e^{S(x)} .$$

Thus $S$ is the logarithm of the moment generating function of the transferred charge number, and its first two derivatives at zero are the mean and the variance.

## Two derivatives at zero

Subtracting one from $G$ gives

$$S(x)=Rt\,\frac{q e^x-1+(1-q)e^x}{D(x)}=Rt\,\frac{e^x-1}{D(x)} .$$

Because $D'(x)=-(1-q)e^x$, the quotient rule yields

$$S'(x)=Rt\,\frac{e^xD(x)+(e^x-1)(1-q)e^x}{D(x)^2}=Rt\,\frac{q e^x}{D(x)^2},$$

and a second differentiation yields

$$S''(x)=Rt\,\frac{q e^x\bigl[D(x)+2(1-q)e^x\bigr]}{D(x)^3}=Rt\,\frac{q e^x\bigl[1+(1-q)e^x\bigr]}{D(x)^3}.$$

At $x=0$ one has $D(0)=q$, hence

$$S'(0)=\frac{Rt}{q},\qquad S''(0)=\frac{Rt(2-q)}{q^2},\qquad F=\frac{2-q}{q}=\frac2q-1 .$$

The value $F=1$ requires $2/q=2$, that is $q=1$: single electrons arriving as a Poisson process. For $q=e^{-\lambda^2}$ the Fano factor is $2e^{\lambda^2}-1$. Since $e^{\lambda^2}\ge1+\lambda^2$, it is at least $2\lambda^2+1$, which grows without bound as $\lambda\to\infty$.

In quantum transport, current noise with $F>1$ can indicate that electrons pass in bunches; the formula quantifies this for independent, instantaneous avalanches in one direction.

## Three avalanches on average

Take $q=1/2$ and $Rt=3$. An avalanche carries two electrons on average, so the mean charge number is $S'(0)=3/(1/2)=6$. The variance is $S''(0)=3\cdot(3/2)/(1/4)=18$. The Fano factor is $18/6=3$, in agreement with $2/(1/2)-1=3$.

Now keep $q=1/2$ but set $R=0$. No charge is transferred, $S$ vanishes identically, and the Fano factor becomes $0/0$, which Lean evaluates as $0$ instead of $3$. The formula therefore needs $R\ne0$.

## The definitions and theorems in words

The function `avalancheProb q n` is $P(n)$. In `sizeGen` the sum runs over a natural number `k` and evaluates the probability at `k + 1`, so the unphysical size $n=0$ never enters. `cumulant R t q x` is $S(x)$, and `fano R t q` is the quotient of its second and first derivatives at zero, written with Lean's `deriv`. All parameters are real numbers, and the coupling $\lambda$ is called `l`.

The main theorem, `fano_eq`, states that $F=2/q-1$ under the hypotheses $R>0$, $t>0$, $0<q$ and $q\le1$. Under the same hypotheses, `fano_eq_one_iff` says that $F=1$ exactly when $q=1$. The theorem `tendsto_fano_strong_coupling` gives the divergence for $q=e^{-\lambda^2}$ as $\lambda\to+\infty$.

Smoothness is stated in the stronger form of real analyticity by `analyticAt_cumulant`, at every $x$ with $(1-q)e^x<1$. For $q>0$ this region contains $x=0$.

The Poisson average is formalised as a sum of numbers, without a probability space or random variables. Independence enters through the power $G(x)^m$. The model itself is an input: neither the geometric law nor the constant rate is derived from a master equation or a microscopic Hamiltonian, and the duration of an avalanche is neglected.

## The complete Lean file

```lean
import Mathlib

open Filter Topology

namespace AvalancheTransport

noncomputable section

/-- Probability that an avalanche carries `n ≥ 1` electrons. -/
def avalancheProb (q : ℝ) (n : ℕ) : ℝ := q * (1 - q) ^ (n - 1)

/-- Generating function `∑ P(n) exp(n x)` of the avalanche size, summed over `n = k + 1 ≥ 1`;
its domain is the set of `x` where the series converges. -/
def sizeGen (q x : ℝ) : ℝ :=
  ∑' k : ℕ, avalancheProb q (k + 1) * Real.exp (((k + 1 : ℕ) : ℝ) * x)

/-- Cumulant function of the charge transferred in time `t` by avalanches starting at rate `R`,
on the domain where the size generating function converges. -/
def cumulant (R t q x : ℝ) : ℝ := R * t * (sizeGen q x - 1)

/-- Fano factor: the second derivative of the cumulant function at zero divided by the first,
for a nonzero first derivative. -/
def fano (R t q : ℝ) : ℝ :=
  deriv (deriv (cumulant R t q)) 0 / deriv (cumulant R t q) 0

/-- For `q ≤ 1` and `(1 - q) exp x < 1` the series for the size generating function converges
to a closed form. -/
theorem hasSum_sizeGen {q x : ℝ} (hq1 : q ≤ 1) (hx : (1 - q) * Real.exp x < 1) :
    HasSum (fun k : ℕ => avalancheProb q (k + 1) * Real.exp (((k + 1 : ℕ) : ℝ) * x))
      (q * Real.exp x / (1 - (1 - q) * Real.exp x)) := by
  -- each further electron contributes a factor (1 - q) exp x
  have h := (hasSum_geometric_of_lt_one
    (mul_nonneg (sub_nonneg.2 hq1) (Real.exp_pos x).le) hx).mul_left (q * Real.exp x)
  rw [← div_eq_mul_inv] at h
  have e : (fun k : ℕ => avalancheProb q (k + 1) * Real.exp (((k + 1 : ℕ) : ℝ) * x)) =
      fun k : ℕ => q * Real.exp x * ((1 - q) * Real.exp x) ^ k := by
    funext k
    rw [avalancheProb, Real.exp_nat_mul, Nat.add_sub_cancel, pow_succ, mul_pow]
    ring
  rw [e]
  exact h

/-- For `0 < q ≤ 1` the probabilities of all avalanche sizes add up to one. -/
theorem hasSum_avalancheProb {q : ℝ} (hq : 0 < q) (hq1 : q ≤ 1) :
    HasSum (fun k : ℕ => avalancheProb q (k + 1)) 1 := by
  have h := hasSum_sizeGen (x := 0) hq1 (by rw [Real.exp_zero]; linarith)
  simpa [hq.ne'] using h

/-- For `q ≤ 1` and `(1 - q) exp x < 1`, averaging the `m`-th power of the size generating
function over a Poisson distribution of `m` with mean `R t` gives the exponential of the
cumulant function. -/
theorem hasSum_poisson_avalanches (R t : ℝ) {q x : ℝ} (hq1 : q ≤ 1)
    (hx : (1 - q) * Real.exp x < 1) :
    HasSum (fun m : ℕ => Real.exp (-(R * t)) * (R * t) ^ m / (m.factorial : ℝ) *
      (q * Real.exp x / (1 - (1 - q) * Real.exp x)) ^ m)
      (Real.exp (cumulant R t q x)) := by
  have hS : cumulant R t q x =
      -(R * t) + R * t * (q * Real.exp x / (1 - (1 - q) * Real.exp x)) := by
    rw [cumulant, sizeGen, (hasSum_sizeGen hq1 hx).tsum_eq]
    ring
  rw [hS, Real.exp_add]
  generalize q * Real.exp x / (1 - (1 - q) * Real.exp x) = g
  -- the exponential series in R t g
  have h := NormedSpace.expSeries_div_hasSum_exp (R * t * g)
  rw [← Real.exp_eq_exp_ℝ] at h
  have e : (fun m : ℕ => Real.exp (-(R * t)) * (R * t) ^ m / (m.factorial : ℝ) * g ^ m) =
      fun m : ℕ => Real.exp (-(R * t)) * ((R * t * g) ^ m / (m.factorial : ℝ)) := by
    funext m
    rw [mul_pow (R * t) g m]
    ring
  rw [e]
  exact h.mul_left (Real.exp (-(R * t)))

/-- For `q ≤ 1` and `(1 - q) exp x < 1` the cumulant function has a closed form, and the same
holds at all points near `x`. -/
theorem cumulant_eventually_eq (R t : ℝ) {q x : ℝ} (hq1 : q ≤ 1)
    (hx : (1 - q) * Real.exp x < 1) :
    ∀ᶠ y in 𝓝 x, (1 - q) * Real.exp y < 1 ∧
      cumulant R t q y = R * t * ((Real.exp y - 1) / (1 - (1 - q) * Real.exp y)) := by
  have hc : Continuous fun y : ℝ => (1 - q) * Real.exp y := by fun_prop
  have ev : ∀ᶠ y in 𝓝 x, (1 - q) * Real.exp y < 1 :=
    hc.continuousAt.eventually_lt continuousAt_const hx
  refine ev.mono fun y hy => ⟨hy, ?_⟩
  have hD : 1 - (1 - q) * Real.exp y ≠ 0 := (sub_pos.2 hy).ne'
  rw [cumulant, sizeGen, (hasSum_sizeGen hq1 hy).tsum_eq, div_sub_one hD]
  ring

/-- For `q ≤ 1` the cumulant function is real-analytic at every `x` with
`(1 - q) exp x < 1`. -/
theorem analyticAt_cumulant (R t : ℝ) {q x : ℝ} (hq1 : q ≤ 1)
    (hx : (1 - q) * Real.exp x < 1) : AnalyticAt ℝ (cumulant R t q) x := by
  have hD : 1 - (1 - q) * Real.exp x ≠ 0 := (sub_pos.2 hx).ne'
  have h : AnalyticAt ℝ
      (fun y => R * t * ((Real.exp y - 1) / (1 - (1 - q) * Real.exp y))) x := by
    fun_prop (disch := exact hD)
  exact h.congr ((cumulant_eventually_eq R t hq1 hx).mono fun y hy => hy.2.symm)

/-- First derivative of the cumulant function, for `q ≤ 1` and `(1 - q) exp x < 1`. -/
theorem hasDerivAt_cumulant (R t : ℝ) {q x : ℝ} (hq1 : q ≤ 1)
    (hx : (1 - q) * Real.exp x < 1) :
    HasDerivAt (cumulant R t q)
      (R * t * (q * Real.exp x / (1 - (1 - q) * Real.exp x) ^ 2)) x := by
  have hD : 1 - (1 - q) * Real.exp x ≠ 0 := (sub_pos.2 hx).ne'
  have hn := (Real.hasDerivAt_exp x).sub_const 1
  have hd := ((Real.hasDerivAt_exp x).const_mul (1 - q)).const_sub 1
  have h := (hn.fun_div hd hD).const_mul (R * t)
  refine (h.congr_of_eventuallyEq
    ((cumulant_eventually_eq R t hq1 hx).mono fun y hy => hy.2)).congr_deriv ?_
  ring

/-- Second derivative of the cumulant function, for `q ≤ 1` and `(1 - q) exp x < 1`. -/
theorem hasDerivAt_deriv_cumulant (R t : ℝ) {q x : ℝ} (hq1 : q ≤ 1)
    (hx : (1 - q) * Real.exp x < 1) :
    HasDerivAt (deriv (cumulant R t q))
      (R * t * (q * Real.exp x * (1 + (1 - q) * Real.exp x) /
        (1 - (1 - q) * Real.exp x) ^ 3)) x := by
  have hD : 1 - (1 - q) * Real.exp x ≠ 0 := (sub_pos.2 hx).ne'
  have hd := ((Real.hasDerivAt_exp x).const_mul (1 - q)).const_sub 1
  have hd2 : HasDerivAt (fun y => (1 - (1 - q) * Real.exp y) ^ 2)
      (2 * (1 - (1 - q) * Real.exp x) * -((1 - q) * Real.exp x)) x :=
    (hd.fun_pow 2).congr_deriv (by norm_num)
  have h := (((Real.hasDerivAt_exp x).const_mul q).fun_div hd2
    (pow_ne_zero 2 hD)).const_mul (R * t)
  refine (h.congr_of_eventuallyEq ((cumulant_eventually_eq R t hq1 hx).mono
    fun y hy => (hasDerivAt_cumulant R t hq1 hy.1).deriv)).congr_deriv ?_
  congr 1
  rw [div_eq_div_iff (pow_ne_zero 2 (pow_ne_zero 2 hD)) (pow_ne_zero 3 hD)]
  ring

/-- For `R, t > 0` and `0 < q ≤ 1` the Fano factor of avalanche transport is `2/q - 1`. -/
theorem fano_eq {R t q : ℝ} (hR : 0 < R) (ht : 0 < t) (hq : 0 < q) (hq1 : q ≤ 1) :
    fano R t q = 2 / q - 1 := by
  have h0 : (1 - q) * Real.exp 0 < 1 := by rw [Real.exp_zero]; linarith
  have hD : 1 - (1 - q) * 1 = q := by ring
  rw [fano, (hasDerivAt_deriv_cumulant R t hq1 h0).deriv,
    (hasDerivAt_cumulant R t hq1 h0).deriv, Real.exp_zero, hD]
  field_simp
  ring

/-- For `R, t > 0` and `0 < q ≤ 1` the Fano factor equals one exactly when `q = 1`. -/
theorem fano_eq_one_iff {R t q : ℝ} (hR : 0 < R) (ht : 0 < t) (hq : 0 < q) (hq1 : q ≤ 1) :
    fano R t q = 1 ↔ q = 1 := by
  rw [fano_eq hR ht hq hq1]
  constructor
  · intro h
    have h2 : 2 / q = 2 := by linarith
    rw [div_eq_iff hq.ne'] at h2
    linarith
  · intro h
    rw [h]
    norm_num

/-- For `R, t > 0` and `q = exp(-l²)` the Fano factor grows without bound as the coupling `l`
tends to infinity. -/
theorem tendsto_fano_strong_coupling {R t : ℝ} (hR : 0 < R) (ht : 0 < t) :
    Tendsto (fun l : ℝ => fano R t (Real.exp (-l ^ 2))) atTop atTop := by
  refine tendsto_atTop_mono (fun l => ?_) tendsto_id
  -- the Fano factor is 2 exp(l²) - 1, which exceeds l
  rw [fano_eq hR ht (Real.exp_pos _) (Real.exp_le_one_iff.2 (neg_nonpos.2 (sq_nonneg l))),
    Real.exp_neg, div_inv_eq_mul]
  show l ≤ 2 * Real.exp (l ^ 2) - 1
  nlinarith [Real.add_one_le_exp (l ^ 2), sq_nonneg (l - 1), sq_nonneg l]

end

end AvalancheTransport
```

```lean
#print axioms AvalancheTransport.hasSum_poisson_avalanches
-- 'AvalancheTransport.hasSum_poisson_avalanches' depends on axioms: [propext, Classical.choice, Quot.sound]
#print axioms AvalancheTransport.analyticAt_cumulant
-- 'AvalancheTransport.analyticAt_cumulant' depends on axioms: [propext, Classical.choice, Quot.sound]
#print axioms AvalancheTransport.fano_eq_one_iff
-- 'AvalancheTransport.fano_eq_one_iff' depends on axioms: [propext, Classical.choice, Quot.sound]
#print axioms AvalancheTransport.tendsto_fano_strong_coupling
-- 'AvalancheTransport.tendsto_fano_strong_coupling' depends on axioms: [propext, Classical.choice, Quot.sound]
```

## From the geometric series to the Fano factor

**Series.** `hasSum_sizeGen` takes Mathlib's geometric series with ratio $(1-q)e^x$ and multiplies it by $q e^x$. The hypothesis `hq1` makes the ratio non-negative and `hx` keeps it below one. The equation `e` matches the summands, using $e^{(k+1)x}=(e^x)^{k+1}$. Setting $x=0$ gives the normalisation in `hasSum_avalancheProb`.

**Poisson average.** `hasSum_poisson_avalanches` first writes $S=-Rt+Rt\,G$ with the closed form of $G$. The `generalize` step then replaces that quotient by a single number `g`, because its internal structure no longer matters. What remains is the exponential series in $Rt\,g$, multiplied by $e^{-Rt}$.

**Closed form near a point.** A derivative at $x$ depends on the values of the function around $x$, so equality at $x$ alone would not suffice. `cumulant_eventually_eq` supplies the closed form in a whole neighbourhood: $(1-q)e^y$ is continuous in $y$, so the strict inequality at $x$ persists nearby. The theorem also returns this inequality for the nearby points, which the second derivative needs.

**Analyticity and derivatives.** In `analyticAt_cumulant`, `fun_prop` establishes analyticity of the closed form from $D(x)\ne0$, and `congr` transfers it to the series. `hasDerivAt_cumulant` applies the quotient rule through `fun_div`, transfers the result in the same way, and lets `ring` simplify the numerator to $q e^x$.

For the second derivative, the first-derivative formula is used at every nearby point `y`, so that `deriv (cumulant R t q)` agrees with an explicit quotient around $x$. The quotient rule now produces the denominator $(D^2)^2$. Cross-multiplication with `div_eq_div_iff` shows that the result equals the shorter expression over $D^3$.

**Evaluation and limit.** `fano_eq` inserts both derivatives at zero, replaces $D(0)$ by $q$, and finishes with `field_simp` and `ring`. The equality case then follows by linear arithmetic. For the limit, `tendsto_atTop_mono` reduces the claim to $\lambda\le2e^{\lambda^2}-1$, since $\lambda$ itself tends to infinity. `nlinarith` proves this inequality from $\lambda^2+1\le e^{\lambda^2}$ and the non-negativity of $(\lambda-1)^2$ and $\lambda^2$.
